# Particle-permutation operators multiply as the permutations do, and the adjoint of each belongs to the inverse permutation

For `n` particles, each with `d` modes, `permOp d σ` is the matrix in the product basis whose entry at `f`, `g` is 1 if `f ∘ σ = g` and 0 otherwise. The lemma states that the product of the matrices for `σ` and `τ` is the matrix for `σ * τ`, and that the conjugate transpose of the matrix for `σ` is the matrix for `σ⁻¹`. Both numbers are finite and arbitrary, and the space is the full product space, with no restriction to symmetric or antisymmetric states. The attempt compares entries: for the product it collapses the sum over intermediate basis states and then splits on the remaining condition, and for the adjoint it shows that the two conditions on `f` and `g` are equivalent.

In Lean, a first try:

```lean
import Mathlib

open Finset
open scoped Matrix
open Equiv (Perm)

namespace PermOpRep

noncomputable section

variable {n : ℕ}

/-- The operator on `n` copies of `ℂ^d` that permutes the particles by `σ`, in the product basis;
a basis state `f` assigns the mode `f i` to particle `i`. -/
def permOp (d : ℕ) (σ : Perm (Fin n)) : Matrix (Fin n → Fin d) (Fin n → Fin d) ℂ :=
  Matrix.of fun f g => if f ∘ σ = g then 1 else 0

/-- Permutation operators multiply like the permutations, and the adjoint of a permutation
operator belongs to the inverse permutation. -/
theorem permOp_rep (d : ℕ) (σ τ : Perm (Fin n)) :
    permOp d σ * permOp d τ = permOp d (σ * τ) ∧ (permOp d σ)ᴴ = permOp d σ⁻¹ := by
  constructor <;> ext f g
  · simp only [permOp, Matrix.mul_apply, Matrix.of_apply, ite_mul, one_mul, zero_mul,
      sum_ite_eq, mem_univ, if_true, Equiv.Perm.coe_mul, Function.comp_assoc]
    split_ifs <;> rfl
  · have h : g ∘ σ = f ↔ f ∘ ⇑σ⁻¹ = g :=
      ⟨by rintro rfl; funext i; simp, by rintro rfl; funext i; simp⟩
    simp only [permOp, Matrix.conjTranspose_apply, Matrix.of_apply, h]
    split_ifs <;> simp

end

end PermOpRep
```

Compiling this gives:

```
Main.lean:25:18: error: Tactic `rfl` failed: The left-hand side
  1
is not definitionally equal to the right-hand side
  if f ∘ ⇑σ ∘ ⇑τ = g then 1 else 0

case pos
n d : ℕ
σ τ : Perm (Fin n)
f g : Fin n → Fin d
h✝ : f ∘ ⇑σ ∘ ⇑τ = g
⊢ 1 = if f ∘ ⇑σ ∘ ⇑τ = g then 1 else 0
Main.lean:25:18: error: Tactic `rfl` failed: The left-hand side
  0
is not definitionally equal to the right-hand side
  if f ∘ ⇑σ ∘ ⇑τ = g then 1 else 0

case neg
n d : ℕ
σ τ : Perm (Fin n)
f g : Fin n → Fin d
h✝ : ¬f ∘ ⇑σ ∘ ⇑τ = g
⊢ 0 = if f ∘ ⇑σ ∘ ⇑τ = g then 1 else 0
```

What went wrong. Both errors come from the product half, one for each case of the split. In each, `split_ifs` has replaced the left-hand `if` by its value, 1 or 0, but has left the right-hand `if` in place, although its condition is printed exactly as in the hypothesis. `rfl` cannot finish from there. It does not use the hypothesis, and for arbitrary `f`, `g`, `σ` and `τ` the condition does not compute to true or false, so the `if` does not reduce to a number.

The messages do not show why `split_ifs` stopped halfway. Since the conditions print alike, the obstacle must be in a part that is not printed, such as the `Decidable` instance that every `if` carries. A different instance is not enough by itself, because `split_ifs` simplifies with `if_pos` and `if_neg`, which allow any instance of the condition. But the simplifier unfolds few definitions when it matches terms, so it can miss a match that holds only after more unfolding.

The repair names the hypothesis `h` and applies the same two lemmas directly. `if_pos h` says that the `if` equals 1 when the condition holds, and `if_neg h` that it equals 0 when it fails. `exact` may unfold ordinary definitions when it compares this with the goal, so the hidden difference no longer matters. `.symm` turns the equation round, since the goal has the number on the left.

The change, after which it compiles:

```diff
@@ -23,5 +23,7 @@
   · simp only [permOp, Matrix.mul_apply, Matrix.of_apply, ite_mul, one_mul, zero_mul,
       sum_ite_eq, mem_univ, if_true, Equiv.Perm.coe_mul, Function.comp_assoc]
-    split_ifs <;> rfl
+    split_ifs with h
+    · exact (if_pos h).symm
+    · exact (if_neg h).symm
   · have h : g ∘ σ = f ↔ f ∘ ⇑σ⁻¹ = g :=
       ⟨by rintro rfl; funext i; simp, by rintro rfl; funext i; simp⟩
```
